# A negative (-1)ⁿ det H forces imaginary eigenvalues of both signs in a particle-hole symmetric 2n × 2n matrix

Pump a set of n coupled bosonic modes so that pairs of quanta are created and destroyed. Small fluctuations around the steady state may then die out or grow. In a frame where the pump is constant, the vector α of their n complex amplitudes obeys

i dα/dt = A α + B conj(α),

where A holds the detunings, couplings, gain and loss, and B holds the pairing. Together with its complex conjugate this is a linear equation for the pair (α, conj(α)), with the matrix

H = ( A, B ; -conj(B), -conj(A) ).

An eigenvalue E gives the time dependence exp(-iEt), so E = iy with y > 0 is a mode that grows without oscillating. The question is when the determinant of H alone reveals such a mode.

```lean
import Mathlib

open Matrix
open scoped ComplexConjugate ComplexOrder

namespace NonHermitianParticleHole
```

## The symmetry of the doubled matrix

Let S exchange the upper and lower halves of a vector with 2n components:

S = ( 0, 1 ; 1, 0 ).

```lean
/-- The block swap `S`, which exchanges the particle and hole components of `n` modes. -/
def blockSwap (n : ℕ) : Matrix (Fin n ⊕ Fin n) (Fin n ⊕ Fin n) ℂ :=
  fromBlocks 0 1 1 0
```

The index type `Fin n ⊕ Fin n` labels the two halves, called particles and holes. For the pumped modes these are α and conj(α).

The block form of H above is equivalent to

S conj(H) S = -H.

```lean
/-- Particle-hole symmetry `S conj(H) S = -H` of a matrix `H` that need not be Hermitian. -/
def ParticleHole {n : ℕ} (H : Matrix (Fin n ⊕ Fin n) (Fin n ⊕ Fin n) ℂ) : Prop :=
  blockSwap n * H.map (starRingEnd ℂ) * blockSwap n = -H
```

Here `H.map (starRingEnd ℂ)` conjugates each entry and does not transpose. For non-Hermitian matrices, some texts give the name particle-hole symmetry to a relation with the transpose; the two agree when H is Hermitian. Nothing else is asked of H: it may be non-diagonalisable, and B need be neither symmetric nor antisymmetric.

Swapping twice restores the vector, so S² = 1.

```lean
/-- Exchanging particles and holes twice does nothing. -/
theorem blockSwap_mul_self (n : ℕ) : blockSwap n * blockSwap n = 1 := by
  simp [blockSwap, fromBlocks_multiply]
```

## The determinant is real

Take determinants on both sides of the symmetry relation:

(det S)² conj(det H) = (-1)²ⁿ det H.

Since S² = 1, (det S)² = 1. The dimension 2n is even, so the sign on the right is +1. Hence conj(det H) = det H.

```lean
/-- The determinant of a particle-hole symmetric matrix is real. -/
theorem det_im_eq_zero {n : ℕ} {H : Matrix (Fin n ⊕ Fin n) (Fin n ⊕ Fin n) ℂ}
    (hH : ParticleHole H) : H.det.im = 0 := by
  have hd := congrArg Matrix.det hH
  have hs : (blockSwap n).det * (blockSwap n).det = 1 := by
    rw [← det_mul, blockSwap_mul_self, det_one]
  have hc : (H.map (starRingEnd ℂ)).det = conj H.det :=
    (RingHom.map_det (starRingEnd ℂ) H).symm
  -- the dimension is even, so the sign of `-H` drops out
  have he : (-1 : ℂ) ^ Fintype.card (Fin n ⊕ Fin n) = 1 := by
    rw [Fintype.card_sum, Fintype.card_fin, pow_add, ← mul_pow]
    norm_num
  rw [det_mul, det_mul, det_neg, he, one_mul, hc] at hd
  apply Complex.conj_eq_iff_im.mp
  linear_combination hd - conj H.det * hs
```

In the proof, `hs` is (det S)² = 1, `hc` moves the conjugation outside the determinant, and `he` removes the sign. The last line combines them.

## Uniform gain or loss keeps the symmetry

For real a and b, put H′ = aH + ib 1. Conjugation reverses the sign of the second term only, so

S conj(H′) S = a S conj(H) S - ib S² = -aH - ib 1 = -H′.

```lean
/-- Particle-hole symmetry survives multiplication by a real number `a` and the addition of
a uniform imaginary energy `i b`. -/
theorem ParticleHole.add_imaginary {n : ℕ}
    {H : Matrix (Fin n ⊕ Fin n) (Fin n ⊕ Fin n) ℂ} (hH : ParticleHole H) (a b : ℝ) :
    ParticleHole ((a : ℂ) • H + ((b : ℂ) * Complex.I) • 1) := by
  have hmap : ((a : ℂ) • H + ((b : ℂ) * Complex.I) • 1).map (starRingEnd ℂ)
      = (a : ℂ) • H.map (starRingEnd ℂ) - ((b : ℂ) * Complex.I) • 1 := by
    ext i j
    by_cases hij : i = j
    · simp [hij, sub_eq_add_neg]
    · simp [hij]
  unfold ParticleHole at hH ⊢
  rw [hmap]
  simp only [mul_sub, sub_mul, Matrix.mul_smul, Matrix.smul_mul, mul_one,
    blockSwap_mul_self, hH]
  module
```

The auxiliary equation `hmap` is the conjugation step, checked separately for diagonal and off-diagonal entries.

## A change of sign produces a zero mode

Let M(s), with 0 ≤ s ≤ 1, be a continuous path of particle-hole symmetric matrices whose determinants at the two ends have opposite signs. The function det M(s) is continuous and real, so it vanishes at some s. The end values are nonzero, so 0 < s < 1. A matrix with zero determinant has a nonzero vector v with

M(s) v = 0.

```lean
/-- If the determinant has opposite signs at the two ends of a continuous path of particle-hole
symmetric matrices, some matrix strictly inside the path has a zero mode. -/
theorem zero_mode_on_path {n : ℕ} (M : ℝ → Matrix (Fin n ⊕ Fin n) (Fin n ⊕ Fin n) ℂ)
    (hM : Continuous M) (hph : ∀ s, ParticleHole (M s))
    (hsign : (M 0).det.re * (M 1).det.re < 0) :
    ∃ s ∈ Set.Ioo (0 : ℝ) 1, ∃ v, v ≠ 0 ∧ M s *ᵥ v = 0 := by
  have hf : ContinuousOn (fun s => (M s).det.re) (Set.Icc 0 1) :=
    (Complex.continuous_re.comp hM.matrix_det).continuousOn
  have hz : ∃ s ∈ Set.Ioo (0 : ℝ) 1, (M s).det.re = 0 := by
    rcases mul_neg_iff.mp hsign with h | h
    · exact intermediate_value_Ioo' zero_le_one hf ⟨h.2, h.1⟩
    · exact intermediate_value_Ioo zero_le_one hf ⟨h.1, h.2⟩
  obtain ⟨s, hs, hre⟩ := hz
  -- the determinant is real, so it vanishes with its real part
  have hdet : (M s).det = 0 := Complex.ext hre (det_im_eq_zero (hph s))
  exact ⟨s, hs, Matrix.exists_mulVec_eq_zero_iff.mpr hdet⟩
```

Lean applies the intermediate value theorem to the real part `(M s).det.re`, once for each order of the signs. The previous result then makes the whole determinant zero. For a general complex matrix the real part could vanish while the imaginary part did not.

## From the zero mode to an eigenvalue of H

Suppose (-1)ⁿ det H < 0, choose c = +1 or c = -1, and join H to a uniform imaginary energy:

M(s) = (1 - s) H + s c i 1.

At the ends,

det M(0) = det H,

det M(1) = (ci)²ⁿ = (-1)ⁿ.

Their product is negative, so there are 0 < s < 1 and v ≠ 0 with

(1 - s) H v + s c i v = 0.

Dividing by 1 - s gives

H v = -i c r v, with r = s/(1 - s) > 0.

```lean
/-- If `(-1)^n det H < 0` for a particle-hole symmetric `H`, then for either sign `c = ±1`
there is an eigenvalue `-i c r` with `r > 0`. -/
theorem imaginary_eigenvalue_of_sign {n : ℕ}
    {H : Matrix (Fin n ⊕ Fin n) (Fin n ⊕ Fin n) ℂ} (hH : ParticleHole H)
    (hneg : (-1 : ℝ) ^ n * H.det.re < 0) (c : ℝ) (hc : c ^ 2 = 1) :
    ∃ r : ℝ, 0 < r ∧ ∃ v, v ≠ 0 ∧ H *ᵥ v = (-((c : ℂ) * r) * Complex.I) • v := by
  -- interpolate between `H` and the uniform imaginary energy `i c`
  let M : ℝ → Matrix (Fin n ⊕ Fin n) (Fin n ⊕ Fin n) ℂ := fun s =>
    ((1 - s : ℝ) : ℂ) • H + (((s * c : ℝ) : ℂ) * Complex.I) • 1
  have hM : Continuous M := by
    dsimp only [M]
    fun_prop
  have h0 : M 0 = H := by simp [M]
  have h1 : M 1 = ((c : ℂ) * Complex.I) • 1 := by simp [M]
  have hcC : (c : ℂ) ^ 2 = 1 := by exact_mod_cast hc
  have hsq : ((c : ℂ) * Complex.I) * ((c : ℂ) * Complex.I) = -1 := by
    linear_combination Complex.I ^ 2 * hcC + Complex.I_sq
  have hd1 : (M 1).det = (((-1 : ℝ) ^ n : ℝ) : ℂ) := by
    rw [h1, det_smul, det_one, mul_one, Fintype.card_sum, Fintype.card_fin, pow_add,
      ← mul_pow, hsq]
    push_cast
    rfl
  have hsign : (M 0).det.re * (M 1).det.re < 0 := by
    rw [h0, hd1, Complex.ofReal_re, mul_comm]
    exact hneg
  obtain ⟨s, hs, v, hv, hMv⟩ :=
    zero_mode_on_path M hM (fun s => hH.add_imaginary (1 - s) (s * c)) hsign
  have hpos : 0 < 1 - s := sub_pos.mpr hs.2
  obtain ⟨r, hr, hrs⟩ : ∃ r : ℝ, 0 < r ∧ (1 - s) * r = s :=
    ⟨s / (1 - s), div_pos hs.1 hpos, mul_div_cancel₀ s hpos.ne'⟩
  have hrC : (1 - (s : ℂ)) * r = s := by exact_mod_cast hrs
  have hne : (1 - (s : ℂ)) ≠ 0 := by exact_mod_cast hpos.ne'
  -- the zero mode of the interpolation is an eigenvector of `H`
  refine ⟨r, hr, v, hv, ?_⟩
  ext i
  have hi := congrFun hMv i
  simp only [M, add_mulVec, smul_mulVec, one_mulVec, Pi.add_apply, Pi.smul_apply,
    smul_eq_mul, Pi.zero_apply, Complex.ofReal_sub, Complex.ofReal_one,
    Complex.ofReal_mul] at hi
  simp only [Pi.smul_apply, smul_eq_mul]
  apply mul_left_cancel₀ hne
  linear_combination hi + (c : ℂ) * Complex.I * v i * hrC
```

The facts `h0`, `h1` and `hd1` evaluate the ends of the path, and `hsign` is the negative product. The division is done componentwise, by cancelling the nonzero factor 1 - s.

The choice c = -1 gives an eigenvalue ir with r > 0. The choice c = +1 gives -it, where t > 0 is the value of r for this choice and not the time. Set y = r and y′ = -t.

```lean
/-- A particle-hole symmetric `H` has a real determinant, and if `(-1)^n det H < 0` it has
purely imaginary eigenvalues `i y` and `i y'` with `y > 0 > y'`. -/
theorem det_real_and_imaginary_eigenvalues {n : ℕ}
    {H : Matrix (Fin n ⊕ Fin n) (Fin n ⊕ Fin n) ℂ} (hH : ParticleHole H) :
    H.det.im = 0 ∧ ((-1 : ℝ) ^ n * H.det.re < 0 →
      ∃ y y' : ℝ, 0 < y ∧ y' < 0 ∧
        (∃ v, v ≠ 0 ∧ H *ᵥ v = ((y : ℂ) * Complex.I) • v) ∧
        (∃ w, w ≠ 0 ∧ H *ᵥ w = ((y' : ℂ) * Complex.I) • w)) := by
  refine ⟨det_im_eq_zero hH, fun hneg => ?_⟩
  obtain ⟨r, hr, v, hv, hHv⟩ := imaginary_eigenvalue_of_sign hH hneg (-1) (by norm_num)
  obtain ⟨t, ht, w, hw, hHw⟩ := imaginary_eigenvalue_of_sign hH hneg 1 (by norm_num)
  refine ⟨r, -t, hr, neg_lt_zero.mpr ht, ⟨v, hv, ?_⟩, ⟨w, hw, ?_⟩⟩
  · rw [hHv]
    congr 1
    push_cast
    ring
  · rw [hHw]
    congr 1
    push_cast
    ring
```

In words: for every particle-hole symmetric H, the imaginary part of det H is zero; if (-1)ⁿ det H is negative, there are real y > 0 and y′ < 0 and nonzero vectors v and w with Hv = iy v and Hw = iy′ w. The two magnitudes are unrelated in general. The implication runs one way: two uncoupled copies of an unstable mode can have a positive (-1)ⁿ det H, because their two negative signs multiply.

For the pumped modes, a solution must also have the form (α, conj(α)), which means v = S conj(v). The theorem does not state this, but it can be arranged. By the symmetry, S conj(v) satisfies the same eigenvalue equation as v when the eigenvalue is imaginary. The combinations v + S conj(v) and i(v - S conj(v)) both have the required form, and they cannot both vanish. The same holds for w, so the pumped modes have a growing and a decaying solution of the linear equation. That this equation, with constant H, describes the device is a physical assumption, good only while the fluctuations are small.

## The sign in a scan of pump strength

In a calculation one assembles A and B at each pump strength and factorises H into triangular factors. The product of the pivots, with the sign of the row permutation, is det H. If (-1)ⁿ det H is positive at weak pumping and negative at a stronger value, the stronger pump has a non-oscillating growing mode, found without computing the spectrum.

The random-phase approximation of electronic structure, in a finite basis of n excitations, leads to the same block matrix with excitations and de-excitations as the two halves. There a negative (-1)ⁿ det H signals an instability of the reference state.

## Hermitian particle-hole symmetric matrices never have the negative sign

If H is Hermitian, v†Hv is real. An eigenvector with Hv = iy v and y > 0 would give

v†Hv = iy v†v,

which is a nonzero imaginary number. So (-1)ⁿ det H ≥ 0. This applies to the Bogoliubov-de Gennes matrix of a closed, finite superconductor at mean-field level, written with all n spin orbitals in both the particle half and the hole half.

```lean
/-- A Hermitian particle-hole symmetric matrix always has `(-1)^n det H ≥ 0`. -/
theorem hermitian_sign {n : ℕ} {H : Matrix (Fin n ⊕ Fin n) (Fin n ⊕ Fin n) ℂ}
    (hH : ParticleHole H) (hherm : H.IsHermitian) : 0 ≤ (-1 : ℝ) ^ n * H.det.re := by
  by_contra hcon
  obtain ⟨y, _, hy, _, ⟨v, hv, hHv⟩, _⟩ :=
    (det_real_and_imaginary_eigenvalues hH).2 (not_le.mp hcon)
  -- the expectation value of `H` is real, which excludes the eigenvalue `i y`
  have e : star (H *ᵥ v) ⬝ᵥ v = star v ⬝ᵥ (H *ᵥ v) := by
    rw [Matrix.star_mulVec, hherm.eq, Matrix.dotProduct_mulVec]
  rw [hHv, star_smul, smul_dotProduct, dotProduct_smul, smul_eq_mul, smul_eq_mul] at e
  have hq : star v ⬝ᵥ v ≠ 0 := by
    exact fun h => hv (dotProduct_star_self_eq_zero.mp h)
  have him := congrArg Complex.im (mul_right_cancel₀ hq e)
  simp at him
  linarith
```

The proof assumes the negative sign and takes the growing eigenvector from the main theorem. The equation `e` equates (Hv)†v with v†Hv; cancelling v†v, which is nonzero but not normalised to 1, leaves -iy = iy, a contradiction.

## One mode with gain and pairing

For n = 1, let a be the complex level and b the pairing amplitude:

H = ( a, b ; -conj(b), -conj(a) ).

```lean
/-- One mode with complex level `a` and pairing amplitude `b`: the matrix with rows
`(a, b)` and `(-conj b, -conj a)`. -/
def singleMode (a b : ℂ) : Matrix (Fin 1 ⊕ Fin 1) (Fin 1 ⊕ Fin 1) ℂ :=
  fromBlocks !![a] !![b] !![-conj b] !![-conj a]
```

This is a bosonic mode: for a single fermionic mode, antisymmetry would force b = 0. The matrix has the required block form, and

det H = -a conj(a) + b conj(b) = |b|² - |a|².

The condition (-1)ⁿ det H < 0 therefore reads |b| > |a|: pairing stronger than the level.

```lean
/-- The single-mode matrix is particle-hole symmetric and has determinant `|b|² - |a|²`. -/
theorem singleMode_det (a b : ℂ) : ParticleHole (singleMode a b) ∧
    (singleMode a b).det = ((‖b‖ ^ 2 - ‖a‖ ^ 2 : ℝ) : ℂ) := by
  constructor
  · unfold ParticleHole
    ext (i | i) (j | j) <;> fin_cases i <;> fin_cases j <;>
      simp [singleMode, blockSwap, fromBlocks_map, fromBlocks_multiply]
  · let e : Fin 2 ≃ Fin 1 ⊕ Fin 1 := (finSumFinEquiv (m := 1) (n := 1)).symm
    have hdet : (singleMode a b).det = a * (-conj a) - b * (-conj b) :=
      (det_submatrix_equiv_self e (singleMode a b)).symm.trans (det_fin_two _)
    rw [hdet]
    push_cast
    linear_combination Complex.mul_conj' b - Complex.mul_conj' a
```

Lean checks the symmetry entry by entry. For the determinant it relabels the two indices and uses the 2 × 2 formula.

Now take a = i, which is gain at unit rate, and b = 2:

H = ( i, 2 ; -2, i ).

The determinant is 4 - 1 = 3, so (-1)¹ det H = -3 < 0. The characteristic equation is

(i - E)² + 4 = 0,

with solutions E = 3i and E = -i. The normalised eigenvectors are (1, i)/√2 and (1, -i)/√2, up to a phase. Multiplying them by exp(-iπ/4) and exp(iπ/4) respectively gives them the form (α, conj(α)) of a mode amplitude, and these amplitudes vary as exp(3t) and exp(-t). On the interpolating path, c = -1 meets its zero mode at s = 3/4, where r = 3; c = +1 meets it at s = 1/2, where r = 1.

```lean
/-- The single mode with level `a = i` and pairing `b = 2` is particle-hole symmetric and has
`(-1)^n det H < 0` with `n = 1`. -/
theorem imaginary_eigenvalues_witness : ParticleHole (singleMode Complex.I 2) ∧
    (-1 : ℝ) ^ 1 * (singleMode Complex.I 2).det.re < 0 := by
  refine ⟨(singleMode_det _ _).1, ?_⟩
  rw [(singleMode_det _ _).2, Complex.ofReal_re, Complex.norm_I, Complex.norm_ofNat]
  norm_num

end NonHermitianParticleHole
```

This last theorem confirms the symmetry and the negative sign for these numbers, so the main theorem applies to them.

```lean
#print axioms NonHermitianParticleHole.det_real_and_imaginary_eigenvalues
#print axioms NonHermitianParticleHole.hermitian_sign
```

```
'NonHermitianParticleHole.det_real_and_imaginary_eigenvalues' depends on axioms: [propext, Classical.choice, Quot.sound]
'NonHermitianParticleHole.hermitian_sign' depends on axioms: [propext, Classical.choice, Quot.sound]
```
